# Operators with $[J_z,J_+]=J_+$ on a nonzero finite-dimensional complex space have a highest-weight vector

## Operators, units and highest weight

Let $V$ be a complex vector space and let $J_z$ and $J_+$ be linear maps from $V$ to itself. Angular momenta are measured in units of $\hbar$, so the commutation relation between $J_z$ and the raising operator reads

$$J_zJ_+v-J_+J_zv=J_+v\qquad\text{for all }v\in V.$$

A highest-weight vector of weight $j$ is a vector $v\neq0$ with $J_+v=0$ and $J_zv=jv$. The weight $j$ may be any complex number. The lowering operator, Hermiticity and an inner product are not used.

## The top state of a multiplet

The usual construction of an angular momentum multiplet starts from its top state, the one with $m=j$, and lowers from there. The theorem supplies that state: if $V$ is nonzero and finite-dimensional and the relation above holds, then a highest-weight vector exists for some complex $j$.

It does not quantize $j$. Adding a multiple of the identity to $J_z$ preserves the relation and shifts every weight, so half-integer values need further input.

The result also holds inside every nonzero subspace that $J_z$ and $J_+$ map into itself. For electrons in a finite orbital basis, an eigenspace of a spin-free Hamiltonian is such a subspace for the total spin, so it contains a state with $M_S=S$.

## Climbing until the ladder ends

**Each step raises the eigenvalue by one.** Let $J_zu=mu$. We show $J_zJ_+^ku=(m+k)J_+^ku$ by induction. For $k=0$ this is the assumption. If it holds for $k$, put $w=J_+^ku$; then

$$J_zJ_+w=J_+J_zw+J_+w=(m+k)J_+w+J_+w=(m+k+1)J_+w.$$

**The ladder breaks off.** Let $d=\dim V$ and suppose that $J_+^ku\neq0$ for all $k=0,\dots,d$. These are $d+1$ eigenvectors of $J_z$ with distinct eigenvalues $m,\dots,m+d$.

They are linearly independent. Otherwise, take a nontrivial relation $\sum_k c_kJ_+^ku=0$ with as few nonzero coefficients as possible. It has at least two, since no single vector vanishes. Pick $l$ with $c_l\neq0$ and apply $J_z-(m+l)$. The new coefficients are $c_k(k-l)$, so exactly one term disappears and a shorter nontrivial relation remains, a contradiction.

But $d+1$ independent vectors do not fit into dimension $d$. Hence $J_+^nu=0$ for some $n\le d$.

**The last nonzero rung is the answer.** Let $u\neq0$ and let $N$ be the smallest exponent with $J_+^Nu=0$. Then $1\le N\le d$. With $k=N-1<d$, the vector $v=J_+^ku$ is nonzero, $J_+v=0$, and $J_zv=(m+k)v$.

**A starting point exists.** The characteristic polynomial of $J_z$ has degree $d\ge1$, so it has a complex root $m$, and $J_z$ has an eigenvector $u\neq0$ with that eigenvalue.

## Spin 1, and a ladder without a top

For spin 1, write $v=(v_0,v_1,v_2)$. Then $J_zv=(v_0,0,-v_2)$ and $J_+v=\sqrt2\,(v_1,v_2,0)$, so

$$J_zJ_+v-J_+J_zv=\sqrt2\,(v_1,0,0)-\sqrt2\,(0,-v_2,0)=J_+v.$$

Here $J_+\neq0$, because it sends $(0,1,0)$ to $(\sqrt2,0,0)$.

On the infinite-dimensional space of complex polynomials, take $J_z=X\,d/dX$ and $J_+=X$, acting by multiplication. The product rule gives

$$X(Xp)'-X\cdot Xp'=Xp,$$

so the relation holds. But $Xp=0$ forces $p=0$, and no highest-weight vector exists. The number and creation operators of the harmonic oscillator obey the same relation, and their ladder has no top either.

## The statement in Lean

An operator is an element of `Module.End ℂ V`, a linear map from `V` to itself. `RaisingRelation Jz Jp` is the commutation relation on vectors, and `IsHighestWeight Jz Jp j v` collects the three conditions on `v`. `[FiniteDimensional ℂ V]` and `[Nontrivial V]` say that the space is finite-dimensional and nonzero; `finrank ℂ V` is its dimension.

The main theorem, `exists_highest_weight`, says that under these hypotheses some `j` and `v` satisfy `IsHighestWeight Jz Jp j v`. It does not say that `j` is real or that `v` is unique. The vector is not normalised; where there is a norm, dividing by it leaves `j` unchanged.

```lean
import Mathlib

open Module

namespace HighestWeightExistence

noncomputable section

variable {V : Type*} [AddCommGroup V] [Module ℂ V]

/-- The ladder relation `[Jz, J+] = J+`, written out on vectors. -/
def RaisingRelation (Jz Jp : Module.End ℂ V) : Prop :=
  ∀ v, Jz (Jp v) - Jp (Jz v) = Jp v

/-- A highest-weight vector of weight `j`: a nonzero vector annihilated by `J+` that is an
eigenvector of `Jz` with eigenvalue `j`. -/
def IsHighestWeight (Jz Jp : Module.End ℂ V) (j : ℂ) (v : V) : Prop :=
  v ≠ 0 ∧ Jp v = 0 ∧ Jz v = j • v

/-- If `[Jz, J+] = J+`, applying `J+` to a `Jz` eigenvector `k` times raises the eigenvalue from `m`
to `m + k`, as long as the result is nonzero. -/
theorem weight_raised {Jz Jp : Module.End ℂ V} (h : RaisingRelation Jz Jp)
    {m : ℂ} {u : V} (hu : Jz u = m • u) (k : ℕ) :
    Jz ((Jp ^ k) u) = (m + k) • (Jp ^ k) u := by
  induction k with
  | zero => simp [hu]
  | succ k ih =>
    rw [pow_succ', Module.End.mul_apply]
    have step := h ((Jp ^ k) u)
    rw [ih, map_smul, sub_eq_iff_eq_add] at step
    rw [step]
    push_cast
    module

/-- If `[Jz, J+] = J+` in finite dimension, the ladder above a `Jz` eigenvector breaks off: some
power of `J+`, at most the dimension of the space, annihilates the vector. -/
theorem ladder_breaks_off [FiniteDimensional ℂ V] {Jz Jp : Module.End ℂ V}
    (h : RaisingRelation Jz Jp) {m : ℂ} {u : V} (hu : Jz u = m • u) :
    ∃ n ≤ finrank ℂ V, (Jp ^ n) u = 0 := by
  by_contra hcon
  push Not at hcon
  -- otherwise there are dim V + 1 eigenvectors with distinct eigenvalues
  have hinj : Function.Injective
      (fun i : Fin (finrank ℂ V + 1) => m + ((i : ℕ) : ℂ)) := by
    intro a b hab
    exact Fin.ext (Nat.cast_injective (add_left_cancel hab))
  have hli := Module.End.eigenvectors_linearIndependent' Jz
    (fun i : Fin (finrank ℂ V + 1) => m + ((i : ℕ) : ℂ)) hinj
    (fun i => (Jp ^ (i : ℕ)) u)
    (fun i => ⟨Module.End.mem_eigenspace_iff.mpr (weight_raised h hu i),
      hcon i (Nat.lt_succ_iff.mp i.isLt)⟩)
  have hcard := hli.fintype_card_le_finrank
  rw [Fintype.card_fin] at hcard
  omega

/-- If `[Jz, J+] = J+` in finite dimension, applying `J+` repeatedly to any `Jz` eigenvector of
eigenvalue `m` reaches, after some number `k` of steps smaller than the dimension of the space, a
highest-weight vector of weight `m + k`. -/
theorem climb_to_highest_weight [FiniteDimensional ℂ V] {Jz Jp : Module.End ℂ V}
    (h : RaisingRelation Jz Jp) {m : ℂ} {u : V} (hu0 : u ≠ 0) (hu : Jz u = m • u) :
    ∃ k < finrank ℂ V, IsHighestWeight Jz Jp (m + k) ((Jp ^ k) u) := by
  classical
  obtain ⟨n, hn, hn0⟩ := ladder_breaks_off h hu
  have hex : ∃ n, (Jp ^ n) u = 0 := ⟨n, hn0⟩
  have hle : Nat.find hex ≤ n := Nat.find_min' hex hn0
  have hspec := Nat.find_spec hex
  have hne : Nat.find hex ≠ 0 := by
    intro h0
    rw [h0] at hspec
    exact hu0 (by simpa using hspec)
  -- the last nonzero rung sits one step below the first vanishing one
  obtain ⟨k, hk⟩ := Nat.exists_eq_add_one_of_ne_zero hne
  rw [hk, pow_succ', Module.End.mul_apply] at hspec
  exact ⟨k, by omega, Nat.find_min hex (by omega), hspec, weight_raised h hu k⟩

/-- On a nonzero finite-dimensional complex space, operators with `[Jz, J+] = J+` have a
highest-weight vector: a nonzero `v` with `J+ v = 0` and `Jz v = j v` for some complex `j`. -/
theorem exists_highest_weight [FiniteDimensional ℂ V] [Nontrivial V]
    {Jz Jp : Module.End ℂ V} (h : RaisingRelation Jz Jp) :
    ∃ (j : ℂ) (v : V), IsHighestWeight Jz Jp j v := by
  -- over the complex numbers Jz has an eigenvector to start from
  obtain ⟨m, hm⟩ := Module.End.exists_eigenvalue Jz
  obtain ⟨u, hu⟩ := hm.exists_hasEigenvector
  obtain ⟨k, _, hk⟩ := climb_to_highest_weight h hu.2 hu.apply_eq_smul
  exact ⟨m + k, (Jp ^ k) u, hk⟩

/-- If `[Jz, J+] = J+` on a finite-dimensional complex space, every nonzero subspace that is
invariant under `Jz` and `J+` contains a highest-weight vector. -/
theorem exists_highest_weight_in_subspace [FiniteDimensional ℂ V]
    {Jz Jp : Module.End ℂ V} (h : RaisingRelation Jz Jp) (W : Submodule ℂ V) (hW : W ≠ ⊥)
    (hz : ∀ w ∈ W, Jz w ∈ W) (hp : ∀ w ∈ W, Jp w ∈ W) :
    ∃ (j : ℂ) (v : V), v ∈ W ∧ IsHighestWeight Jz Jp j v := by
  have : Nontrivial W := (Submodule.nontrivial_iff_ne_bot).mpr hW
  -- the restricted operators obey the same ladder relation
  have hres : RaisingRelation (V := W) (LinearMap.restrict Jz hz) (LinearMap.restrict Jp hp) :=
    fun w => Subtype.ext (h w)
  obtain ⟨j, v, hv0, hvp, hvz⟩ := exists_highest_weight hres
  exact ⟨j, v, v.2, fun h0 => hv0 (Subtype.ext h0),
    congrArg Subtype.val hvp, congrArg Subtype.val hvz⟩

/-- The spin-1 operator `Jz` in its eigenbasis, in units of ħ. -/
def spinOneZ : Module.End ℂ (Fin 3 → ℂ) :=
  Matrix.toLin' !![1, 0, 0; 0, 0, 0; 0, 0, -1]

/-- The spin-1 raising operator `J+` in the eigenbasis of `Jz`, in units of ħ. -/
def spinOneP : Module.End ℂ (Fin 3 → ℂ) :=
  Matrix.toLin' !![0, ((√2 : ℝ) : ℂ), 0; 0, 0, ((√2 : ℝ) : ℂ); 0, 0, 0]

/-- The spin-1 operators satisfy the ladder relation, and their raising operator is nonzero. -/
theorem raisingRelation_witness : RaisingRelation spinOneZ spinOneP ∧ spinOneP ≠ 0 := by
  constructor
  · intro v
    ext i
    fin_cases i <;>
      simp [spinOneZ, spinOneP, Matrix.toLin'_apply, Matrix.mulVec, dotProduct,
        Fin.sum_univ_succ]
    ring
  · intro h
    have h1 := congrFun (LinearMap.congr_fun h ![0, 1, 0]) 0
    simp [spinOneP, Matrix.toLin'_apply, Matrix.mulVec, dotProduct, Fin.sum_univ_succ] at h1

/-- The degree operator `X d/dX` on complex polynomials. -/
def polyZ : Module.End ℂ (Polynomial ℂ) :=
  (LinearMap.mulLeft ℂ (Polynomial.X : Polynomial ℂ)).comp Polynomial.derivative

/-- Multiplication by `X` on complex polynomials. -/
def polyP : Module.End ℂ (Polynomial ℂ) :=
  LinearMap.mulLeft ℂ (Polynomial.X : Polynomial ℂ)

/-- Finite dimension cannot be dropped: on complex polynomials `X d/dX` and multiplication by
`X` satisfy the ladder relation but have no highest-weight vector. -/
theorem no_highest_weight_on_polynomials :
    RaisingRelation polyZ polyP ∧ ¬ ∃ (j : ℂ) (v : Polynomial ℂ),
      IsHighestWeight polyZ polyP j v := by
  constructor
  · intro p
    simp only [polyZ, polyP, LinearMap.comp_apply, LinearMap.mulLeft_apply,
      Polynomial.derivative_mul, Polynomial.derivative_X]
    ring
  · rintro ⟨j, v, hv0, hvp, _⟩
    -- multiplication by X is injective
    have hX : (Polynomial.X : Polynomial ℂ) * v = 0 := hvp
    exact (mul_ne_zero Polynomial.X_ne_zero hv0) hX

end

end HighestWeightExistence
```

```lean
#print axioms HighestWeightExistence.exists_highest_weight
-- 'HighestWeightExistence.exists_highest_weight' depends on axioms: [propext, Classical.choice, Quot.sound]
#print axioms HighestWeightExistence.exists_highest_weight_in_subspace
-- 'HighestWeightExistence.exists_highest_weight_in_subspace' depends on axioms: [propext, Classical.choice, Quot.sound]
#print axioms HighestWeightExistence.no_highest_weight_on_polynomials
-- 'HighestWeightExistence.no_highest_weight_on_polynomials' depends on axioms: [propext, Classical.choice, Quot.sound]
```

## How the proof follows the ladder

`weight_raised` is the induction on $k$. It applies the relation to `(Jp ^ k) u`, inserts the induction hypothesis and moves one term across the equation; `module` collects the coefficients.

`ladder_breaks_off` argues by contradiction. The type `Fin (finrank ℂ V + 1)` labels the rungs $0,\dots,d$, and `hinj` says that their eigenvalues are distinct. Mathlib's `eigenvectors_linearIndependent'` replaces the shortest-relation argument, and `fintype_card_le_finrank` gives the impossible inequality $d+1\le d$.

`climb_to_highest_weight` uses `Nat.find` for the smallest exponent $N$. It is not zero because $u\neq0$, so it equals $k+1$, and minimality makes rung $k$ nonzero. `exists_highest_weight` then takes its starting eigenvector from `Module.End.exists_eigenvalue`.

`exists_highest_weight_in_subspace` restricts both operators to `W`, applies the main theorem there and reads the resulting vector as an element of `V`. `raisingRelation_witness` checks the spin-1 matrices component by component, and `no_highest_weight_on_polynomials` uses the product rule and the fact that a product of nonzero polynomials is nonzero.

## Including the lowering operator

The hypotheses could have described the full angular momentum algebra, with a third operator $J_-$ and the relations $[J_z,J_-]=-J_-$ and $[J_+,J_-]=2J_z$. The existence proof would stay the same, but the theorem would cover fewer pairs $J_z,J_+$. In return, lowering from the top state in finite dimension would force $2j$ to be a non-negative integer, which is the quantization missing here.
